# The Multipole Induction Series of a Charge and Ground-State Hydrogen Diverges at Every Distance

## From dipole to quadrupole

In atomic units the electron density of ground-state hydrogen falls off as $e^{-2r}$, where $r$ is the distance from the nucleus. The dipole polarizability contains the radial moment

$$\int_0^\infty r^4e^{-2r}\,dr=\frac{4!}{2^5}=\frac34,$$

and the quadrupole polarizability contains

$$\int_0^\infty r^6e^{-2r}\,dr=\frac{6!}{2^7}=\frac{45}{8}.$$

One step in multipole order has multiplied the moment by $6\cdot5/4=7.5$, and the next step multiplies it by $8\cdot7/4=14$. In the interaction with a charge at distance $R$, each step also brings a factor $1/R^2$, which stays the same. The growing factor eventually wins, however large $R$ is.

## A charge outside the atom

For $r<R$, the potential of a charge $q$ at distance $R$ from the nucleus is a sum of multipole terms proportional to $r^lP_l(\cos\theta)/R^{l+1}$, where $P_l$ is a Legendre polynomial and $\theta$ is measured from the direction of the charge. The induction series uses these terms at every $r$, including $r>R$, where the sum no longer represents the potential. For the perturbation $r^lP_l$ with $l\ge1$, the first-order change of the ground state $\psi_0=e^{-r}/\sqrt\pi$ is

$$\psi_1=-\left(\frac{r^l}{l}+\frac{r^{l+1}}{l+1}\right)P_l\,\psi_0,$$

as substitution into the first-order equation confirms. The second-order energy is $\langle\psi_0|r^lP_l|\psi_1\rangle=-\alpha_l/2$. The angular integral of $P_l^2$ is $4\pi/(2l+1)$, so

$$\alpha_l=\frac{8}{2l+1}\int_0^\infty\left(\frac{r^l}{l}+\frac{r^{l+1}}{l+1}\right)r^{l+2}e^{-2r}\,dr .$$

Different orders do not mix for a spherical ground state. Summed up to order $L$, the induction energy is

$$E_L=-\frac{q^2}{2}\sum_{l=1}^{L}\frac{\alpha_l}{R^{2l+2}} .$$

## What is stated

For every $R>0$, the terms $\alpha_l/R^{2l+2}$ tend to infinity with $l$. If also $q\ne0$, then $E_L\to-\infty$.

In Lean, `polarizability s l` is the formula for $\alpha_l$ with the integral taken over a radial region `s`. The choice `Ioi 0`, meaning $r>0$, gives the whole atom, and `Ioc 0 a`, meaning $0<r\le a$, keeps the contribution from inside radius $a$. The sum in `inductionEnergy s q R L` runs over `Finset.Icc 1 L`, the orders $1,\dots,L$. In `Tendsto ... atTop atBot`, the order grows without limit and the energy falls below every bound.

The file takes the radial formula and the series as definitions; it does not derive them from the Schrödinger equation. The model is a fixed point charge and second-order response. The divergence belongs to the expansion, and says nothing against a finite interaction energy. For polarizable models this means that adding ever higher undamped point multipoles does not converge for this one-electron atom, although the first few terms can still decrease when $R$ is large.

## Why the terms grow

For a whole number $n\ge0$, repeated integration by parts gives $\int_0^\infty r^ne^{-2r}dr=n!/2^{n+1}$. Both parts of the integrand are positive, so dropping the second gives

$$\alpha_l\ge\frac{8}{2l+1}\cdot\frac1l\cdot\frac{(2l+2)!}{2^{2l+3}}
=2\left(1+\frac1l\right)\frac{(2l)!}{4^l}\ge\frac{2(2l)!}{4^l}.$$

Division by $R^{2l+2}$ yields

$$\frac{\alpha_l}{R^{2l+2}}\ge\frac{2}{R^2}\,\frac{(2l)!}{(2R)^{2l}}\to\infty,$$

because factorials outgrow powers. All terms are nonnegative, so the sum up to $L\ge1$ is at least its last term. Multiplication by $-q^2/2<0$ then sends $E_L$ to minus infinity.

At $R=2$ the numbers are easily followed. The moments give $\alpha_1=9/2$, $\alpha_2=15$ and $\alpha_3=525/4$, so the first three terms are about $0.281$, $0.234$ and $0.513$. The terms dip once and then grow.

## The part inside a radius

Now keep only $0<r\le a$. There the integrand is at most $(a^l+a^{l+1})a^{l+2}=(1+a)a^{2l+2}$, the interval has length $a$, and the prefactor is at most $8$. The $l$-th term of the series is therefore at most

$$8(1+a)\,a\left(\frac aR\right)^{2l+2},$$

and the series converges by comparison with a geometric series when $R>a$. The divergence at such an $R$ thus comes from the exponential tail beyond $a$. This cuts the response integral of the free atom; it does not describe an atom confined in a sphere.

Without the condition $a<R$ convergence can fail. Take $a=2$ and $R=1$, and keep only $3/2\le r\le2$ and the first part of the integrand. The $l$-th term is then at least

$$\frac{4e^{-4}}{l(2l+1)}\left(\frac32\right)^{2l+2},$$

which tends to infinity. This example is an addition to the Lean development, which treats only $a<R$.

## The Lean file

```lean
import Mathlib

open Set MeasureTheory Filter Topology
open scoped Nat

namespace HydrogenInductionSeries

noncomputable section

/-- Radial integrand of the `2^l`-pole polarizability of ground-state hydrogen in atomic units,
for `l ≥ 1`. -/
def radialResponse (l : ℕ) (r : ℝ) : ℝ :=
  (r ^ l / l + r ^ (l + 1) / (l + 1)) * r ^ (l + 2) * Real.exp (-2 * r)

/-- Contribution of the radial region `s` to the `2^l`-pole polarizability, for `l ≥ 1`.
The region `r > 0` gives the polarizability of the whole atom. -/
def polarizability (s : Set ℝ) (l : ℕ) : ℝ :=
  8 / (2 * l + 1) * ∫ r in s, radialResponse l r

/-- Induction energy of a charge `q` at distance `R > 0` from the atom, summed over the
multipole orders `1, ..., L`, with polarizabilities taken from the radial region `s`. -/
def inductionEnergy (s : Set ℝ) (q R : ℝ) (L : ℕ) : ℝ :=
  -(q ^ 2 / 2) * ∑ l ∈ Finset.Icc 1 L, polarizability s l / R ^ (2 * l + 2)

/-- For every natural number `n`, the power `r^n` is integrable over `r > 0` against the density
factor `exp (-2r)`. -/
theorem integrable_moment (n : ℕ) :
    IntegrableOn (fun r : ℝ => r ^ n * Real.exp (-2 * r)) (Ioi 0) := by
  have hn : (0 : ℝ) ≤ n := Nat.cast_nonneg n
  have h := integrableOn_rpow_mul_exp_neg_mul_rpow (s := (n : ℝ)) (p := 1) (b := 2)
    (by linarith) (by norm_num) (by norm_num)
  simpa only [Real.rpow_one, Real.rpow_natCast] using h

/-- The `n`-th radial moment of `exp (-2r)` is `n! / 2^(n+1)`. -/
theorem moment (n : ℕ) :
    ∫ r in Ioi (0 : ℝ), r ^ n * Real.exp (-2 * r) = (n ! : ℝ) / 2 ^ (n + 1) := by
  have h := Real.integral_rpow_mul_exp_neg_mul_Ioi (a := (n : ℝ) + 1) (r := 2)
    (by positivity) (by norm_num)
  have e : (1 / 2 : ℝ) ^ ((n : ℝ) + 1) = (1 / 2) ^ (n + 1) := by
    rw [← Real.rpow_natCast, Nat.cast_add, Nat.cast_one]
  simp only [add_sub_cancel_right, Real.rpow_natCast] at h
  simp only [neg_mul]
  rw [h, e, Real.Gamma_nat_eq_factorial, one_div_pow]
  ring

/-- For `l ≥ 1` the polarizability of hydrogen is at least `2 (2l)! / 4^l`. -/
theorem polarizability_lower_bound {l : ℕ} (hl : 1 ≤ l) :
    2 * ((2 * l)! : ℝ) / 4 ^ l ≤ polarizability (Ioi 0) l := by
  have hl0 : (0 : ℝ) < l := by exact_mod_cast hl
  have split : ∀ r : ℝ, radialResponse l r =
      1 / (l : ℝ) * (r ^ (2 * l + 2) * Real.exp (-2 * r)) +
        1 / ((l : ℝ) + 1) * (r ^ (2 * l + 3) * Real.exp (-2 * r)) := by
    intro r
    unfold radialResponse
    ring
  have i1 := (integrable_moment (2 * l + 2)).const_mul (1 / (l : ℝ))
  have i2 := (integrable_moment (2 * l + 3)).const_mul (1 / ((l : ℝ) + 1))
  have i3 : IntegrableOn (radialResponse l) (Ioi 0) := by
    rw [funext split]
    exact i1.add i2
  -- drop the second, positive part of the integrand
  have hI : 1 / (l : ℝ) * (((2 * l + 2)! : ℝ) / 2 ^ (2 * l + 2 + 1)) ≤
      ∫ r in Ioi (0 : ℝ), radialResponse l r := by
    rw [← moment, ← integral_const_mul]
    refine setIntegral_mono_on i1 i3 measurableSet_Ioi fun r hr => ?_
    have hr0 : (0 : ℝ) < r := hr
    rw [split r]
    exact le_add_of_nonneg_right (by positivity)
  have hf : ((2 * l + 2)! : ℝ) = (2 * l + 2) * (2 * l + 1) * ((2 * l)! : ℝ) := by
    rw [Nat.factorial_succ, Nat.factorial_succ]
    push_cast
    ring
  have h4 : (2 : ℝ) ^ (2 * l) = 4 ^ l := by
    rw [pow_mul]
    norm_num
  have h8 : (2 : ℝ) ^ (2 * l + 2 + 1) = 8 * 4 ^ l := by
    rw [pow_succ, pow_add, h4]
    ring
  have hinv : 0 ≤ 1 / (l : ℝ) := by positivity
  calc 2 * ((2 * l)! : ℝ) / 4 ^ l
      ≤ 2 * ((2 * l)! : ℝ) / 4 ^ l * (1 + 1 / l) :=
        le_mul_of_one_le_right (by positivity) (by linarith)
    _ = 8 / (2 * l + 1) * (1 / (l : ℝ) * (((2 * l + 2)! : ℝ) / 2 ^ (2 * l + 2 + 1))) := by
        rw [hf, h8]
        field_simp
    _ ≤ polarizability (Ioi 0) l := mul_le_mul_of_nonneg_left hI (by positivity)

/-- At every distance `R > 0` the terms `α_l / R^(2l+2)` of hydrogen's induction series
tend to infinity with the multipole order. -/
theorem terms_tendsto_atTop {R : ℝ} (hR : 0 < R) :
    Tendsto (fun l : ℕ => polarizability (Ioi 0) l / R ^ (2 * l + 2)) atTop atTop := by
  have h2 : Tendsto (fun l : ℕ => 2 * l) atTop atTop :=
    tendsto_atTop_mono (fun l => by show l ≤ 2 * l; omega) tendsto_id
  -- factorials outgrow powers
  have h0 := (FloorSemiring.tendsto_pow_div_factorial_atTop (2 * R)).comp h2
  have h1 := tendsto_inv_nhdsGT_zero.comp (tendsto_nhdsWithin_iff.2
    ⟨h0, Eventually.of_forall fun l => by
      show 0 < (2 * R) ^ (2 * l) / ((2 * l)! : ℝ)
      positivity⟩)
  have hc : 0 < 2 / R ^ 2 := by positivity
  refine tendsto_atTop_mono' atTop ?_ (h1.const_mul_atTop hc)
  filter_upwards [eventually_ge_atTop 1] with l hl
  have h4 : (2 : ℝ) ^ (2 * l) = 4 ^ l := by
    rw [pow_mul]
    norm_num
  calc 2 / R ^ 2 * ((2 * R) ^ (2 * l) / ((2 * l)! : ℝ))⁻¹
      = 2 * ((2 * l)! : ℝ) / 4 ^ l / R ^ (2 * l + 2) := by
        rw [inv_div, mul_pow, h4, pow_add]
        field_simp
    _ ≤ _ := div_le_div_of_nonneg_right (polarizability_lower_bound hl) (by positivity)

/-- At every distance `R > 0`, the partial sums of the multipole induction series of hydrogen and a
charge `q ≠ 0` tend to minus infinity as the highest order grows. -/
theorem inductionEnergy_diverges {q R : ℝ} (hq : q ≠ 0) (hR : 0 < R) :
    Tendsto (inductionEnergy (Ioi 0) q R) atTop atBot := by
  have hneg : -(q ^ 2 / 2) < 0 := by
    have : 0 < q ^ 2 / 2 := by positivity
    linarith
  refine Tendsto.const_mul_atTop_of_neg hneg ?_
  -- each partial sum is at least its last term
  refine tendsto_atTop_mono' atTop ?_ (terms_tendsto_atTop hR)
  filter_upwards [eventually_ge_atTop 1] with L hL
  refine Finset.single_le_sum
    (f := fun l : ℕ => polarizability (Ioi 0) l / R ^ (2 * l + 2)) (fun l hl => ?_)
    (Finset.mem_Icc.2 ⟨hL, le_rfl⟩)
  have h := polarizability_lower_bound (Finset.mem_Icc.1 hl).1
  exact div_nonneg (le_trans (by positivity) h) (by positivity)

/-- For `l ≥ 1` the region inside a radius `a > 0` contributes at most `8 (1 + a) a^(2l+3)`
in absolute value to the polarizability. -/
theorem inner_polarizability_bound {a : ℝ} (ha : 0 < a) {l : ℕ} (hl : 1 ≤ l) :
    |polarizability (Ioc 0 a) l| ≤ 8 * ((1 + a) * a ^ (2 * l + 2) * a) := by
  have hl1 : (1 : ℝ) ≤ l := by exact_mod_cast hl
  have hI : ‖∫ r in (0 : ℝ)..a, radialResponse l r‖ ≤
      (1 + a) * a ^ (2 * l + 2) * |a - 0| := by
    refine intervalIntegral.norm_integral_le_of_norm_le_const fun x hx => ?_
    rw [uIoc_of_le ha.le] at hx
    have hx0 : 0 < x := hx.1
    have h1 : x ^ l / l ≤ a ^ l :=
      (div_le_self (by positivity) hl1).trans (pow_le_pow_left₀ hx0.le hx.2 l)
    have h2 : x ^ (l + 1) / ((l : ℝ) + 1) ≤ a ^ (l + 1) :=
      (div_le_self (by positivity) (by linarith)).trans (pow_le_pow_left₀ hx0.le hx.2 _)
    have h3 : Real.exp (-2 * x) ≤ 1 := Real.exp_le_one_iff.2 (by linarith)
    have hpos : 0 ≤ radialResponse l x := by
      unfold radialResponse
      positivity
    rw [Real.norm_eq_abs, abs_of_nonneg hpos]
    calc radialResponse l x ≤ (a ^ l + a ^ (l + 1)) * a ^ (l + 2) * 1 :=
          mul_le_mul (mul_le_mul (add_le_add h1 h2) (pow_le_pow_left₀ hx0.le hx.2 _)
            (by positivity) (by positivity)) h3 (by positivity) (by positivity)
      _ = (1 + a) * a ^ (2 * l + 2) := by ring
  rw [intervalIntegral.integral_of_le ha.le, Real.norm_eq_abs, sub_zero, abs_of_pos ha] at hI
  have h8 : |8 / (2 * (l : ℝ) + 1)| ≤ 8 := by
    rw [abs_of_pos (by positivity)]
    exact div_le_self (by norm_num) (by linarith)
  unfold polarizability
  rw [abs_mul]
  exact mul_le_mul h8 hI (abs_nonneg _) (by norm_num)

/-- If only the response inside a radius `a > 0` is kept, the induction series converges
at every distance `R > a`. -/
theorem inner_inductionEnergy_converges (q : ℝ) {a R : ℝ} (ha : 0 < a) (haR : a < R) :
    ∃ E : ℝ, Tendsto (inductionEnergy (Ioc 0 a) q R) atTop (𝓝 E) := by
  have hR : 0 < R := ha.trans haR
  have hx : (a / R) ^ 2 < 1 :=
    pow_lt_one₀ (by positivity) ((div_lt_one hR).2 haR) (by norm_num)
  -- comparison with a geometric series of ratio (a/R)^2
  have hs : Summable fun k : ℕ =>
      polarizability (Ioc 0 a) (k + 1) / R ^ (2 * (k + 1) + 2) := by
    refine Summable.of_norm_bounded
      (g := fun k : ℕ => 8 * (1 + a) * a * ((a / R) ^ 2) ^ 2 * ((a / R) ^ 2) ^ k)
      ((summable_geometric_of_lt_one (by positivity) hx).mul_left _) fun k => ?_
    have hp : 0 < R ^ (2 * (k + 1) + 2) := by positivity
    rw [Real.norm_eq_abs, abs_div, abs_of_pos hp]
    refine (div_le_div_of_nonneg_right
      (inner_polarizability_bound ha (Nat.le_add_left 1 k)) hp.le).trans (le_of_eq ?_)
    ring
  have hsum : ∀ (f : ℕ → ℝ) (L : ℕ),
      ∑ l ∈ Finset.Icc 1 L, f l = ∑ k ∈ Finset.range L, f (k + 1) := by
    intro f L
    induction L with
    | zero => simp
    | succ L ih => rw [Finset.sum_Icc_succ_top (by omega), Finset.sum_range_succ, ih]
  refine ⟨_, (hs.hasSum.tendsto_sum_nat.const_mul (-(q ^ 2 / 2))).congr fun L => ?_⟩
  unfold inductionEnergy
  rw [hsum]

end

end HydrogenInductionSeries
```

```lean
#print axioms HydrogenInductionSeries.inductionEnergy_diverges
-- 'HydrogenInductionSeries.inductionEnergy_diverges' depends on axioms: [propext, Classical.choice, Quot.sound]
#print axioms HydrogenInductionSeries.inner_inductionEnergy_converges
-- 'HydrogenInductionSeries.inner_inductionEnergy_converges' depends on axioms: [propext, Classical.choice, Quot.sound]
```

## The proof in Lean

`integrable_moment` and `moment` obtain the exponential moments from Mathlib's Gamma-function integrals. In `polarizability_lower_bound`, the local statement `split` separates the integrand into its two powers, and `setIntegral_mono_on` drops the second. The closing `calc` block is the factorial estimate above, read from right to left.

`terms_tendsto_atTop` starts from the Mathlib fact that $x^n/n!\to0$, with $x=2R$ and $n=2l$. These quantities are positive, so their reciprocals tend to infinity, and the lower bound passes this on to the terms for $l\ge1$.

In `inductionEnergy_diverges`, `Finset.single_le_sum` says that a sum of nonnegative terms is at least any one of them, here the last. `Tendsto.const_mul_atTop_of_neg` supplies the change of sign.

`inner_polarizability_bound` bounds the integral by the maximum estimate times the length of the interval. `inner_inductionEnergy_converges` sets $l=k+1$, compares with a geometric series of ratio $(a/R)^2$, and uses `hsum` to return to sums over $1,\dots,L$. It gives the existence of a limit `E` without a formula for it.
